# A finite table of coherence factors preserves density matrices exactly when it is positive semidefinite with unit diagonal

## A negative probability after erasing one coherence

My dephasing model for a three-level system produces a probability of $-1/9$. I leave the populations alone and multiply each coherence $\rho_{ij}$ by its own factor. As a trial I erased $\rho_{02}$ and $\rho_{20}$ and kept everything else. Starting from the equal superposition of levels 0, 1 and 2, the probability of finding the state $(1,-1,1)/\sqrt3$ came out negative. Yet my table of factors is Hermitian, has ones on the diagonal, and no entry exceeds one in modulus. What must the factors satisfy, and is that still enough if the system is entangled with something else?

## The factors must themselves form a positive matrix

Collect the factors in an $n\times n$ matrix $C$ and write $S_C(\rho)_{ij}=C_{ij}\rho_{ij}$. A density matrix is positive semidefinite with trace one. The map $S_C$ sends every density matrix to a density matrix if and only if $C$ is positive semidefinite and every $C_{ii}=1$.

**The condition is sufficient.** Diagonalise $C=U\Lambda U^\dagger$. The eigenvalues are nonnegative, so $B=\sqrt\Lambda\,U^\dagger$ gives $C=B^\dagger B$, or $C_{ij}=\sum_k \overline{B_{ki}}B_{kj}$. With $D_k=\mathrm{diag}(B_{k1},\dots,B_{kn})$,
$$S_C(\rho)_{ij}=\sum_k\overline{B_{ki}}\,\rho_{ij}\,B_{kj},\qquad\text{so}\qquad S_C(\rho)=\sum_k D_k^\dagger\rho D_k .$$
Each term is positive semidefinite, because $x^\dagger D_k^\dagger\rho D_kx=(D_kx)^\dagger\rho(D_kx)\ge0$. The trace is $\sum_iC_{ii}\rho_{ii}=\sum_i\rho_{ii}=1$.

**The condition is necessary.** The basis state $|i\rangle\langle i|$ goes to $C_{ii}|i\rangle\langle i|$, whose trace must be one, so $C_{ii}=1$. The uniform superposition has all matrix elements $1/n$ and goes to $C/n$, so $C$ must be positive semidefinite. For $n=0$ there are no density matrices, and the empty $C$ meets both conditions trivially.

**Your table fails.** With $x=(1,-1,1)$ one finds $Cx=(0,1,0)$ and $x^\dagger Cx=-1$. For the normalised vector this is $-1/3$, and the output state $C/3$ gives your $-1/9$. Full coherence between 0 and 1 and between 1 and 2 is incompatible with none between 0 and 2.

**Environment overlaps.** Let $e_i$ be the vector with components $\overline{B_{ki}}$. Then $\langle e_j|e_i\rangle=\sum_kB_{kj}\overline{B_{ki}}=C_{ij}$, and $C_{ii}=1$ makes each $e_i$ a unit vector. Conversely, unit vectors $e_i$ define $B_{ki}=\overline{e_i(k)}$, hence $C=B^\dagger B$ with unit diagonal. This is pure dephasing: the environment records the basis state $i$ in $e_i$, and a coherence survives as far as the two records overlap.

**Entanglement with an idle ancilla.** On the joint system the element between $(i,a)$ and $(j,b)$ is multiplied by $C_{ij}$, whatever the ancilla labels $a,b$. With $y_i=\sum_a x_{ia}$, the quadratic form of this larger table is $\sum\overline{x_{ia}}C_{ij}x_{jb}=y^\dagger Cy\ge0$, and its diagonal is still one. The same criterion therefore applies, and no further condition is needed.

In simulations of a finite system with fixed populations, an ad hoc table of dephasing factors can thus be checked by confirming that $C$ is Hermitian with unit diagonal and that its lowest eigenvalue is not negative.

In the Lean file, `n` is any finite set of basis labels and the basis is fixed. `IsDensity` is the definition above; `PosSemidef` includes being Hermitian. `PreservesDensity` says that a map takes density matrices to density matrices, and `schurMap C` is $S_C$. The main theorem, `preservesDensity_iff`, assumes nothing about `C`, not even that it is Hermitian. In `preservesDensity_iff_overlaps`, `star (e j) ⬝ᵥ e i` is $\langle e_j|e_i\rangle$, and the environment has the dimension of the system. `withAncilla` applies the map to each system block of a matrix indexed by pairs (system, ancilla), where the ancilla `m` is any finite type.

The statements concern one application of the map, in finite dimension and without population transfer. The interaction $|i\rangle|e\rangle\to|i\rangle|e_i\rangle$ that would produce the overlaps, from an environment initially in a pure state $e$, is physical interpretation and is not formalised.

```lean
import Mathlib

open Matrix
open scoped ComplexOrder

namespace SchurMultiplierChannel

variable {n m κ : Type*} [Fintype n] [DecidableEq n] [Fintype m] [DecidableEq m] [Fintype κ]

/-- A density matrix: positive semidefinite with trace one. -/
def IsDensity (ρ : Matrix n n ℂ) : Prop := ρ.PosSemidef ∧ ρ.trace = 1

/-- A map on matrices that sends every density matrix to a density matrix. -/
def PreservesDensity (Φ : Matrix n n ℂ → Matrix n n ℂ) : Prop :=
  ∀ ρ, IsDensity ρ → IsDensity (Φ ρ)

/-- The Schur map of `C` multiplies each matrix element `ρ i j` by the factor `C i j`. -/
def schurMap (C ρ : Matrix n n ℂ) : Matrix n n ℂ := of fun i j => C i j * ρ i j

/-- The map `Φ` acting on the system while an ancilla is left alone: `Φ` is applied to each
system block of the joint matrix, the blocks being labelled by pairs of ancilla states. -/
def withAncilla (Φ : Matrix n n ℂ → Matrix n n ℂ) (ρ : Matrix (n × m) (n × m) ℂ) :
    Matrix (n × m) (n × m) ℂ :=
  of fun p q => Φ (of fun i j => ρ (i, p.2) (j, q.2)) p.1 q.1

/-- If `C = B†B`, the Schur map of `C` is a sum of conjugations by diagonal matrices,
one for each row of `B`. -/
theorem schurMap_eq_sum_diagonal (B : Matrix κ n ℂ) (ρ : Matrix n n ℂ) :
    schurMap (Bᴴ * B) ρ = ∑ k, (diagonal (B k))ᴴ * ρ * diagonal (B k) := by
  ext i j
  simp only [Matrix.sum_apply, diagonal_conjTranspose, mul_diagonal, diagonal_mul, schurMap,
    of_apply, Pi.star_apply]
  rw [Matrix.mul_apply, Finset.sum_mul]
  refine Finset.sum_congr rfl fun k _ => ?_
  rw [conjTranspose_apply]
  ring

/-- Every positive semidefinite matrix `C` has the form `B†B`. -/
theorem exists_factor {C : Matrix n n ℂ} (hC : C.PosSemidef) :
    ∃ B : Matrix n n ℂ, C = Bᴴ * B := by
  let U : Matrix n n ℂ := hC.isHermitian.eigenvectorUnitary
  let s : n → ℂ := fun i => (Real.sqrt (hC.isHermitian.eigenvalues i) : ℂ)
  have hU : C = U * diagonal (fun i => (hC.isHermitian.eigenvalues i : ℂ)) * Uᴴ :=
    hC.isHermitian.spectral_theorem
  -- the eigenvalues are nonnegative and have real square roots
  have hs : diagonal (fun i => (hC.isHermitian.eigenvalues i : ℂ)) =
      (diagonal s)ᴴ * diagonal s := by
    rw [diagonal_conjTranspose, diagonal_mul_diagonal]
    refine congrArg diagonal (funext fun i => ?_)
    simp only [s, Pi.star_apply, Complex.star_def, Complex.conj_ofReal]
    rw [← Complex.ofReal_mul, Real.mul_self_sqrt (hC.eigenvalues_nonneg i)]
  refine ⟨diagonal s * Uᴴ, hU.trans ?_⟩
  rw [hs, conjTranspose_mul, conjTranspose_conjTranspose]
  simp only [Matrix.mul_assoc]

/-- Schur product theorem: the entrywise product of two positive semidefinite matrices is
positive semidefinite. -/
theorem schur_product {C ρ : Matrix n n ℂ} (hC : C.PosSemidef) (hρ : ρ.PosSemidef) :
    (schurMap C ρ).PosSemidef := by
  obtain ⟨B, rfl⟩ := exists_factor hC
  rw [schurMap_eq_sum_diagonal]
  exact posSemidef_sum _ fun k _ => hρ.conjTranspose_mul_mul_same _

/-- A Schur map sends every density matrix to a density matrix if and only if its multiplier
is positive semidefinite with all diagonal entries equal to one. -/
theorem preservesDensity_iff (C : Matrix n n ℂ) :
    PreservesDensity (schurMap C) ↔ C.PosSemidef ∧ ∀ i, C i i = 1 := by
  constructor
  · intro h
    constructor
    · rcases isEmpty_or_nonempty n with hn | hn
      · have h0 : C = 0 := by
          ext i
          exact hn.elim i
        rw [h0]
        exact PosSemidef.zero
      · -- the uniform superposition has all matrix elements equal to 1/n
        have hN : (Fintype.card n : ℂ) ≠ 0 := Nat.cast_ne_zero.2 Fintype.card_ne_zero
        let P : Matrix n n ℂ := of fun _ _ => (Fintype.card n : ℂ)⁻¹
        have hP : P = Pᴴ * P := by
          ext i j
          simp [P, Matrix.mul_apply, hN]
        have hPd : IsDensity P := by
          constructor
          · rw [hP]
            exact posSemidef_conjTranspose_mul_self P
          · simp [P, Matrix.trace, hN]
        -- its image is C/n
        have hCP : C = (Fintype.card n : ℂ) • schurMap C P := by
          ext i j
          simp only [schurMap, P, Matrix.smul_apply, of_apply, smul_eq_mul]
          field_simp
        rw [hCP]
        exact (h P hPd).1.smul (Nat.cast_nonneg _)
    · intro i
      -- the basis state i has an image of trace C i i
      have hE : single i i (1 : ℂ) = (single i i (1 : ℂ))ᴴ * single i i (1 : ℂ) := by
        simp [conjTranspose_single]
      have hEd : IsDensity (single i i (1 : ℂ)) := by
        constructor
        · rw [hE]
          exact posSemidef_conjTranspose_mul_self _
        · simp [Matrix.trace]
      have ht := (h _ hEd).2
      simpa [Matrix.trace, schurMap, Matrix.single_apply] using ht
  · rintro ⟨hC, hd⟩ ρ ⟨hρ, ht⟩
    refine ⟨schur_product hC hρ, ?_⟩
    rw [← ht]
    simp [Matrix.trace, schurMap, hd]

/-- A Schur map preserves density matrices if and only if its factors are the overlaps
`C i j = ⟨e j, e i⟩` of unit environment vectors `e i`, one for each basis state of the system,
in an environment of the same dimension as the system. -/
theorem preservesDensity_iff_overlaps (C : Matrix n n ℂ) :
    PreservesDensity (schurMap C) ↔
      ∃ e : n → n → ℂ, (∀ i, star (e i) ⬝ᵥ e i = 1) ∧ ∀ i j, C i j = star (e j) ⬝ᵥ e i := by
  rw [preservesDensity_iff]
  constructor
  · rintro ⟨hC, hd⟩
    obtain ⟨B, hB⟩ := exists_factor hC
    -- the environment vectors are the conjugated columns of B
    have key : ∀ i j, C i j = star (fun k => star (B k j)) ⬝ᵥ (fun k => star (B k i)) := by
      intro i j
      rw [hB, Matrix.mul_apply]
      simp only [dotProduct, Pi.star_apply, star_star, conjTranspose_apply]
      exact Finset.sum_congr rfl fun k _ => mul_comm _ _
    exact ⟨fun i k => star (B k i), fun i => (key i i).symm.trans (hd i), key⟩
  · rintro ⟨e, he, hC⟩
    refine ⟨?_, fun i => (hC i i).trans (he i)⟩
    let B : Matrix n n ℂ := of fun k i => star (e i k)
    have hB : C = Bᴴ * B := by
      ext i j
      rw [hC, Matrix.mul_apply]
      simp only [B, dotProduct, Pi.star_apply, conjTranspose_apply, of_apply, star_star]
      exact Finset.sum_congr rfl fun k _ => mul_comm _ _
    rw [hB]
    exact posSemidef_conjTranspose_mul_self B

/-- A Schur map that preserves the density matrices of the system also preserves the joint
density matrices of the system and any finite-dimensional ancilla that is left alone. -/
theorem preservesDensity_withAncilla {C : Matrix n n ℂ} (h : PreservesDensity (schurMap C)) :
    PreservesDensity (withAncilla (m := m) (schurMap C)) := by
  obtain ⟨hC, hd⟩ := (preservesDensity_iff C).1 h
  -- on the joint system the map is again a Schur map, with a multiplier blind to the ancilla
  have hS : withAncilla (m := m) (schurMap C) =
      schurMap (C.submatrix (Prod.fst : n × m → n) Prod.fst) := by
    funext ρ
    ext p q
    rfl
  rw [hS]
  exact (preservesDensity_iff _).2 ⟨hC.submatrix _, fun p => hd p.1⟩

/-- Three levels where the coherence between the outer two is erased and the other coherences
are kept in full. -/
def outerErasure : Matrix (Fin 3) (Fin 3) ℂ := !![1, 1, 0; 1, 1, 1; 0, 1, 1]

/-- The multiplier `outerErasure` is Hermitian with unit diagonal and entries of modulus at most
one, yet its Schur map does not send every density matrix to a density matrix. -/
theorem outerErasure_not_preservesDensity :
    outerErasure.IsHermitian ∧ (∀ i, outerErasure i i = 1) ∧ (∀ i j, ‖outerErasure i j‖ ≤ 1) ∧
      ¬ PreservesDensity (schurMap outerErasure) := by
  refine ⟨?_, ?_, ?_, ?_⟩
  · ext i j
    fin_cases i <;> fin_cases j <;> simp [outerErasure]
  · intro i
    fin_cases i <;> simp [outerErasure]
  · intro i j
    fin_cases i <;> fin_cases j <;> simp [outerErasure]
  · intro h
    -- the quadratic form of the multiplier takes the value -1 at the vector (1, -1, 1)
    have hx := ((preservesDensity_iff _).1 h).1.dotProduct_mulVec_nonneg ![1, -1, 1]
    have hv : star ![(1 : ℂ), -1, 1] ⬝ᵥ (outerErasure *ᵥ ![1, -1, 1]) = -1 := by
      simp [outerErasure, Matrix.mulVec, dotProduct, Fin.sum_univ_succ]
    rw [hv] at hx
    have hre := (Complex.le_def.1 hx).1
    norm_num at hre

end SchurMultiplierChannel
```

```lean
#print axioms SchurMultiplierChannel.preservesDensity_iff_overlaps
#print axioms SchurMultiplierChannel.preservesDensity_withAncilla
#print axioms SchurMultiplierChannel.outerErasure_not_preservesDensity
```

```
'SchurMultiplierChannel.preservesDensity_iff_overlaps' depends on axioms: [propext, Classical.choice, Quot.sound]
'SchurMultiplierChannel.preservesDensity_withAncilla' depends on axioms: [propext, Classical.choice, Quot.sound]
'SchurMultiplierChannel.outerErasure_not_preservesDensity' depends on axioms: [propext, Classical.choice, Quot.sound]
```

`exists_factor` builds $B$ from the spectral theorem and real square roots of the eigenvalues. `schurMap_eq_sum_diagonal` is the sum over $D_k$, checked entry by entry, and `schur_product` combines the two to show that the output is positive.

In `preservesDensity_iff`, the forward direction first splits off the empty case. It then shows that the uniform matrix `P` is a density matrix, using $P=P^\dagger P$, and recovers `C` as $n$ times its image (`hCP`). The matrix `single i i 1` is $|i\rangle\langle i|$ and yields the diagonal. The reverse direction is `schur_product` plus the trace computation.

The overlap theorem translates between `B` and `e` in both directions. For the ancilla, `hS` identifies the joint map as a Schur map whose multiplier ignores the ancilla label; `rfl` suffices because the entries agree by definition. The main theorem then applies on both sides. `outerErasure_not_preservesDensity` checks the three innocent-looking properties of your table entry by entry, then contradicts positivity of `C` with the unnormalised vector $(1,-1,1)$ and its value $-1$.

The criterion could also have been stated for completely positive, trace-preserving maps. The "only if" half would then start from a stronger assumption, and the "if" half would have to include the ancilla. Here preservation of the system's own states is assumed, and the ancilla result follows as a separate theorem.

Take care with the order of the overlap. Tracing out the environment gives $\rho_{ij}\langle e_j|e_i\rangle$; writing $\langle e_i|e_j\rangle$ conjugates every factor. An existence statement would survive this, since the vectors can be conjugated too, but for a given environment every coherence whose overlap is not real would acquire the wrong phase.
